# Amplitudes falling as $1/|R|^2$ on the square lattice: finite norm, logarithmically divergent second moment

An isolated band of a two-dimensional crystal with nonzero Chern number admits no Bloch gauge that is smooth and periodic over the whole Brillouin zone. The obstruction can be gathered at one point, around which the Bloch phase winds. Wannier functions are Fourier transforms of Bloch states, and such a vortex typically leaves them a tail of order $1/|R|^2$, where $R$ is the lattice vector from the home cell. Can such a function be normalized, and is its spread finite?

Radial counting suggests the answer: $\int R\,dR\,R^{-4}$ converges at large $R$, while $\int R\,dR\,R^2R^{-4}$ grows as a logarithm. The theorems below establish this for lattice sums, with explicit constants, taking the tail as a hypothesis. That the Wannier function of a given Chern band has this tail is the step from the model to the material, and it has to come from the band structure.

## Cells, squares and shells

```lean
import Mathlib

open Finset

namespace ChernWannierTail

noncomputable section

/-- Squared Euclidean distance of the cell `R` from the origin of the square lattice,
in units of the lattice constant. -/
def distSq (R : ℤ × ℤ) : ℝ := (R.1 : ℝ) ^ 2 + (R.2 : ℝ) ^ 2
```

A cell is a pair of integers $R=(R_1,R_2)$, and `distSq R` is $|R|^2=R_1^2+R_2^2$, in units of the lattice constant. Note the square in the name.

```lean
/-- The cells whose max-norm is at most `N`. -/
def square (N : ℕ) : Finset (ℤ × ℤ) :=
  Icc (-(N : ℤ)) (N : ℤ) ×ˢ Icc (-(N : ℤ)) (N : ℤ)
```

`square N` is the finite set of cells with $-N\le R_1,R_2\le N$.

```lean
/-- The cells whose max-norm is exactly `n + 1`. -/
def shell (n : ℕ) : Finset (ℤ × ℤ) := square (n + 1) \ square n
```

`shell n` is what `square (n + 1)` adds to `square n`. Its cells have max-norm $m=n+1$, so the index is one less than the max-norm.

```lean
/-- Second moment of the weight `|w|²` about the origin, truncated to the square of
half-width `N`. -/
def secondMoment (w : ℤ × ℤ → ℂ) (N : ℕ) : ℝ :=
  ∑ R ∈ square N, distSq R * ‖w R‖ ^ 2
```

The amplitude `w` assigns a complex number $w(R)$ to each cell, and `‖w R‖` is its modulus. The truncated second moment is

$$M_N=\sum_{R\in\text{square }N}|R|^2|w(R)|^2 .$$

Three conventions matter here. For several orbitals per cell, $|w(R)|$ can be read as the norm of the vector of components, with positions inside the cell ignored. The moment is taken about the home cell, whereas the usual Wannier spread subtracts the squared centre. Finally, `w` is not normalized: for a nonzero amplitude of finite total weight, the normalized moment is $M_N/\sum_R|w(R)|^2$.

```lean
/-- Each square of cells is contained in the next one. -/
theorem square_subset (n : ℕ) : square n ⊆ square (n + 1) := by
  intro R h
  simp only [square, mem_product, mem_Icc] at h ⊢
  omega
```

The squares are nested. The tactic `omega` settles the integer inequalities.

```lean
/-- The square of half-width zero holds only the home cell. -/
theorem square_zero : square 0 = {0} := by
  ext R
  simp only [square, mem_product, mem_Icc, mem_singleton, Prod.ext_iff,
    Prod.fst_zero, Prod.snd_zero]
  constructor <;> intro h <;> omega
```

The square of half-width zero is the home cell alone. The base case of each induction below uses this fact.

```lean
/-- The shell of max-norm `n + 1` holds `8 (n + 1)` cells. -/
theorem card_shell (n : ℕ) : (shell n).card = 8 * (n + 1) := by
  have hs : ∀ N : ℕ, (square N).card = (2 * N + 1) ^ 2 := by
    intro N
    have e : ((N : ℤ) + 1 - -(N : ℤ)).toNat = 2 * N + 1 := by omega
    simp only [square, card_product, Int.card_Icc, e]
    ring
  have h : (shell n).card + (square n).card = (square (n + 1)).card :=
    card_sdiff_add_card_eq_card (square_subset n)
  rw [hs n, hs (n + 1)] at h
  linarith
```

A square of half-width $N$ has $(2N+1)^2$ cells. The shell therefore has

$$(2n+3)^2-(2n+1)^2=8(n+1)=8m$$

cells. In the proof, `hs` counts the square and `h` says that shell plus inner square make the outer square.

```lean
/-- On the shell of max-norm `n + 1` the squared Euclidean distance lies between
`(n + 1)²` and `2 (n + 1)²`. -/
theorem shell_bounds {n : ℕ} {R : ℤ × ℤ} (h : R ∈ shell n) :
    ((n : ℝ) + 1) ^ 2 ≤ distSq R ∧ distSq R ≤ 2 * ((n : ℝ) + 1) ^ 2 := by
  simp only [shell, square, mem_sdiff, mem_product, mem_Icc] at h
  obtain ⟨⟨⟨a1, a2⟩, b1, b2⟩, h'⟩ := h
  have hm : (0 : ℤ) ≤ (n : ℤ) + 1 := by omega
  have ha : R.1 ^ 2 ≤ ((n : ℤ) + 1) ^ 2 := sq_le_sq' (by omega) (by omega)
  have hb : R.2 ^ 2 ≤ ((n : ℤ) + 1) ^ 2 := sq_le_sq' (by omega) (by omega)
  -- one coordinate has modulus at least n + 1
  have hor : (n : ℤ) + 1 ≤ R.1 ∨ (n : ℤ) + 1 ≤ -R.1 ∨
      (n : ℤ) + 1 ≤ R.2 ∨ (n : ℤ) + 1 ≤ -R.2 := by omega
  have hlow : ((n : ℤ) + 1) ^ 2 ≤ R.1 ^ 2 + R.2 ^ 2 := by
    rcases hor with h | h | h | h <;>
      nlinarith [pow_le_pow_left₀ hm h 2, sq_nonneg R.1, sq_nonneg R.2]
  have hup : R.1 ^ 2 + R.2 ^ 2 ≤ 2 * ((n : ℤ) + 1) ^ 2 := by linarith
  unfold distSq
  exact ⟨by exact_mod_cast hlow, by exact_mod_cast hup⟩
```

On the shell, $m^2\le|R|^2\le 2m^2$. Both coordinates have modulus at most $m$, which gives the upper bound. At least one has modulus exactly $m$, which gives the lower one. The four cases in `hor` say which coordinate it is, and with which sign.

```lean
/-- For positive `x`, the increment of the logarithm from `x` to `x + 1` lies between
`1/(x+1)` and `1/x`. -/
theorem log_step {x : ℝ} (hx : 0 < x) :
    1 / (x + 1) ≤ Real.log (x + 1) - Real.log x ∧
      Real.log (x + 1) - Real.log x ≤ 1 / x := by
  have hx1 : x + 1 ≠ 0 := by positivity
  have h1 := Real.log_le_sub_one_of_pos (show 0 < (x + 1) / x by positivity)
  have h2 := Real.log_le_sub_one_of_pos (show 0 < x / (x + 1) by positivity)
  rw [Real.log_div hx1 hx.ne', add_div, div_self hx.ne'] at h1
  have e : x / (x + 1) = 1 - 1 / (x + 1) := by
    rw [eq_sub_iff_add_eq, ← add_div, div_self hx1]
  rw [Real.log_div hx.ne' hx1, e] at h2
  constructor <;> linarith
```

For $x>0$,

$$\frac1{x+1}\le\log(x+1)-\log x\le\frac1x .$$

Both sides follow from $\log y\le y-1$. Taking $y=(x+1)/x$ gives the right inequality. Taking $y=x/(x+1)$ gives $\log x-\log(x+1)\le-1/(x+1)$, which is the left one. These are `h1` and `h2`.

## The second moment grows as a logarithm

```lean
/-- If `|R|² |w(R)| ≥ c ≥ 0` away from the home cell, the second moment over the square of
half-width `N` is at least `4 c² log (N + 1)`. -/
theorem log_le_secondMoment {w : ℤ × ℤ → ℂ} {c : ℝ} (hc : 0 ≤ c)
    (hw : ∀ R, R ≠ 0 → c ≤ distSq R * ‖w R‖) (N : ℕ) :
    4 * c ^ 2 * Real.log (N + 1) ≤ secondMoment w N := by
  induction N with
  | zero => simp [secondMoment, square_zero, distSq]
  | succ n ih =>
    have hs := card_nsmul_le_sum (shell n) (fun R => distSq R * ‖w R‖ ^ 2)
      (c ^ 2 / (2 * ((n : ℝ) + 1) ^ 2)) (by
        intro R hR
        obtain ⟨h1, h2⟩ := shell_bounds hR
        have hD : 0 < distSq R := lt_of_lt_of_le (by positivity) h1
        have hR0 : R ≠ 0 := by
          rintro rfl
          simp [distSq] at hD
        rw [div_le_iff₀ (by positivity)]
        calc c ^ 2 ≤ (distSq R * ‖w R‖) ^ 2 := pow_le_pow_left₀ hc (hw R hR0) 2
          _ = distSq R * ‖w R‖ ^ 2 * distSq R := by ring
          _ ≤ distSq R * ‖w R‖ ^ 2 * (2 * ((n : ℝ) + 1) ^ 2) :=
            mul_le_mul_of_nonneg_left h2 (by positivity))
    rw [card_shell, nsmul_eq_mul] at hs
    push_cast at hs
    have e : 8 * ((n : ℝ) + 1) * (c ^ 2 / (2 * ((n : ℝ) + 1) ^ 2))
        = 4 * c ^ 2 * (1 / ((n : ℝ) + 1)) := by
      field_simp
      ring
    rw [e] at hs
    have hsplit : (∑ R ∈ shell n, distSq R * ‖w R‖ ^ 2) + secondMoment w n
        = secondMoment w (n + 1) := sum_sdiff (square_subset n)
    have hl := mul_le_mul_of_nonneg_left
      (log_step (show (0 : ℝ) < (n : ℝ) + 1 by positivity)).2
      (show 0 ≤ 4 * c ^ 2 by positivity)
    have hcast : ((n + 1 : ℕ) : ℝ) = (n : ℝ) + 1 := by norm_num
    rw [hcast]
    linarith
```

In a Lean theorem, the hypotheses stand in brackets before the final colon and the conclusion after it. Here `hw` says that $|R|^2|w(R)|\ge c$ for every $R\ne0$, with $c\ge0$. The constant $c$ is a floor that every cell other than the home cell must meet, near ones included; when it is positive, $w$ vanishes at none of them. If finitely many cells miss a positive floor that all others meet, the explicit bound below can fail, but the second moment still diverges, because finitely many terms do not affect convergence. The conclusion is

$$M_N\ge4c^2\log(N+1).$$

By hand, take a cell on the shell of max-norm $m$. Then

$$c^2\le\big(|R|^2|w|\big)^2=|R|^2|w|^2\,|R|^2\le|R|^2|w|^2\cdot2m^2,$$

so the cell contributes at least $c^2/(2m^2)$. The $8m$ cells together contribute at least

$$8m\cdot\frac{c^2}{2m^2}=\frac{4c^2}{m}\ge4c^2\big[\log(m+1)-\log m\big].$$

Summing over $m=1,\dots,N$ telescopes to the claim. For $N=0$ both sides are zero.

Lean carries out the telescoping by `induction`. The `calc` block is the chain for one cell, `card_nsmul_le_sum` multiplies the bound by the number of cells, `hsplit` adds the shell to the previous square, and `linarith` combines the inequalities.

```lean
/-- If `|R|² |w(R)| ≤ C` everywhere, the second moment over the square of half-width `N + 1`
is at most `8 C² (1 + log (N + 1))`. -/
theorem secondMoment_le_log {w : ℤ × ℤ → ℂ} {C : ℝ}
    (hw : ∀ R, distSq R * ‖w R‖ ≤ C) (N : ℕ) :
    secondMoment w (N + 1) ≤ 8 * C ^ 2 * (1 + Real.log (N + 1)) := by
  -- growth of the second moment from one square to the next
  have step : ∀ n : ℕ, secondMoment w (n + 1)
      ≤ secondMoment w n + 8 * C ^ 2 * (1 / ((n : ℝ) + 1)) := by
    intro n
    have hs := sum_le_card_nsmul (shell n) (fun R => distSq R * ‖w R‖ ^ 2)
      (C ^ 2 / ((n : ℝ) + 1) ^ 2) (by
        intro R hR
        have h1 := (shell_bounds hR).1
        have hD : 0 ≤ distSq R := le_trans (by positivity) h1
        rw [le_div_iff₀ (by positivity)]
        calc distSq R * ‖w R‖ ^ 2 * ((n : ℝ) + 1) ^ 2
            ≤ distSq R * ‖w R‖ ^ 2 * distSq R :=
              mul_le_mul_of_nonneg_left h1 (by positivity)
          _ = (distSq R * ‖w R‖) ^ 2 := by ring
          _ ≤ C ^ 2 := pow_le_pow_left₀ (by positivity) (hw R) 2)
    rw [card_shell, nsmul_eq_mul] at hs
    push_cast at hs
    have e : 8 * ((n : ℝ) + 1) * (C ^ 2 / ((n : ℝ) + 1) ^ 2)
        = 8 * C ^ 2 * (1 / ((n : ℝ) + 1)) := by
      field_simp
    rw [e] at hs
    have hsplit : (∑ R ∈ shell n, distSq R * ‖w R‖ ^ 2) + secondMoment w n
        = secondMoment w (n + 1) := sum_sdiff (square_subset n)
    linarith
  induction N with
  | zero =>
    have h := step 0
    have h0 : secondMoment w 0 = 0 := by simp [secondMoment, square_zero, distSq]
    rw [h0] at h
    simpa using h
  | succ n ih =>
    have h := step (n + 1)
    have hcast : ((n + 1 : ℕ) : ℝ) = (n : ℝ) + 1 := by norm_num
    rw [hcast] at h ⊢
    have hl := mul_le_mul_of_nonneg_left
      (log_step (show (0 : ℝ) < (n : ℝ) + 1 by positivity)).1
      (show 0 ≤ 8 * C ^ 2 by positivity)
    linarith
```

The opposite hypothesis, $|R|^2|w(R)|\le C$ for all $R$, puts a ceiling on the tail. At the origin it says only $0\le C$, so $w(0)$ is unrestricted. The conclusion is

$$M_{N+1}\le8C^2\big[1+\log(N+1)\big].$$

On a shell, $|R|^2|w|^2m^2\le(|R|^2|w|)^2\le C^2$. The shell thus adds at most $8m\cdot C^2/m^2=8C^2/m$, which is the statement `step`. The home cell contributes nothing, so

$$M_{N+1}\le8C^2\Big(1+\sum_{m=2}^{N+1}\frac1m\Big)\le8C^2\big[1+\log(N+1)\big],$$

where the last inequality uses $1/m\le\log m-\log(m-1)$. The induction starts from the first shell, which supplies the 1 in the bracket.

## The total weight stays finite

```lean
/-- If `|R|² |w(R)| ≤ C` everywhere, the total weight `∑ |w(R)|²` converges. -/
theorem normalizable {w : ℤ × ℤ → ℂ} {C : ℝ}
    (hw : ∀ R, distSq R * ‖w R‖ ≤ C) : Summable fun R => ‖w R‖ ^ 2 := by
  -- the weight in each square is bounded by a telescoping sum
  have key : ∀ N : ℕ, ∑ R ∈ square N, ‖w R‖ ^ 2
      ≤ ‖w 0‖ ^ 2 + 16 * C ^ 2 * (1 - 1 / ((N : ℝ) + 1)) := by
    intro N
    induction N with
    | zero => simp [square_zero]
    | succ n ih =>
      have hs := sum_le_card_nsmul (shell n) (fun R => ‖w R‖ ^ 2)
        (C ^ 2 * (1 / ((n : ℝ) + 1) ^ 4)) (by
          intro R hR
          have h1 := (shell_bounds hR).1
          have hD : 0 ≤ distSq R := le_trans (by positivity) h1
          rw [mul_one_div, le_div_iff₀ (by positivity)]
          calc ‖w R‖ ^ 2 * ((n : ℝ) + 1) ^ 4
              = ‖w R‖ ^ 2 * (((n : ℝ) + 1) ^ 2) ^ 2 := by ring
            _ ≤ ‖w R‖ ^ 2 * distSq R ^ 2 := by gcongr
            _ = (distSq R * ‖w R‖) ^ 2 := by ring
            _ ≤ C ^ 2 := pow_le_pow_left₀ (by positivity) (hw R) 2)
      rw [card_shell, nsmul_eq_mul] at hs
      push_cast at hs
      have hcast : ((n + 1 : ℕ) : ℝ) = (n : ℝ) + 1 := by norm_num
      have hsplit : (∑ R ∈ shell n, ‖w R‖ ^ 2) + ∑ R ∈ square n, ‖w R‖ ^ 2
          = ∑ R ∈ square (n + 1), ‖w R‖ ^ 2 := sum_sdiff (square_subset n)
      rw [hcast]
      have hm : (1 : ℝ) ≤ (n : ℝ) + 1 := by linarith [Nat.cast_nonneg (α := ℝ) n]
      generalize (n : ℝ) + 1 = m at *
      have hm0 : 0 < m := by linarith
      have e : 2 * (1 / m - 1 / (m + 1)) - m * (1 / m ^ 4)
          = (2 * m ^ 2 - m - 1) / (m ^ 3 * (m + 1)) := by
        field_simp
        ring
      have hp : 0 ≤ (2 * m ^ 2 - m - 1) / (m ^ 3 * (m + 1)) :=
        div_nonneg (by nlinarith) (by positivity)
      rw [← e] at hp
      have hq := mul_nonneg (show 0 ≤ 8 * C ^ 2 by positivity) hp
      linarith
  refine summable_of_sum_le (c := ‖w 0‖ ^ 2 + 16 * C ^ 2) (fun R => sq_nonneg _) ?_
  intro u
  -- every finite set of cells fits into some square
  let N := u.sup fun R => R.1.natAbs + R.2.natAbs
  have hu : u ⊆ square N := by
    intro R hR
    have h : R.1.natAbs + R.2.natAbs ≤ N :=
      le_sup (f := fun R : ℤ × ℤ => R.1.natAbs + R.2.natAbs) hR
    simp only [square, mem_product, mem_Icc]
    omega
  have h1 : ∑ R ∈ u, ‖w R‖ ^ 2 ≤ ∑ R ∈ square N, ‖w R‖ ^ 2 :=
    sum_le_sum_of_subset_of_nonneg hu fun R _ _ => sq_nonneg _
  have h2 : 0 ≤ 16 * C ^ 2 * (1 / ((N : ℝ) + 1)) := by positivity
  linarith [key N]
```

`Summable` means that the sum over all cells converges, independently of their order. For non-negative terms it is enough that all finite partial sums share one bound.

Under the same ceiling $C$, a cell on the shell has $|w|^2m^4\le|w|^2|R|^4\le C^2$. The shell's weight is therefore at most $8m\cdot C^2/m^4=8C^2/m^3$. This is dominated by a telescoping term, because for $m\ge1$

$$\frac{2}{m}-\frac{2}{m+1}-\frac1{m^3}=\frac{2m^2-m-1}{m^3(m+1)}=\frac{(2m+1)(m-1)}{m^3(m+1)}\ge0 .$$

Adding the shells gives

$$\sum_{R\in\text{square }N}|w(R)|^2\le|w(0)|^2+16C^2\Big(1-\frac1{N+1}\Big).$$

This is `key`, and `e` and `hp` are the algebra just shown. Any finite set of cells `u` fits into some square, so $|w(0)|^2+16C^2$ bounds every finite partial sum.

```lean
/-- The sum of `|R|⁻⁴` over all cells other than the home cell converges. -/
theorem summable_inv_fourth :
    Summable fun R : {R : ℤ × ℤ // R ≠ 0} => 1 / distSq R.1 ^ 2 := by
  have hn : ∀ R, ‖((1 / distSq R : ℝ) : ℂ)‖ = 1 / distSq R := by
    intro R
    have hD : 0 ≤ distSq R := by unfold distSq; positivity
    rw [Complex.norm_real, Real.norm_of_nonneg (one_div_nonneg.2 hD)]
  have h : Summable fun R : ℤ × ℤ => ‖((1 / distSq R : ℝ) : ℂ)‖ ^ 2 :=
    normalizable (w := fun R => ((1 / distSq R : ℝ) : ℂ)) (C := 1) (by
      intro R
      show distSq R * ‖((1 / distSq R : ℝ) : ℂ)‖ ≤ 1
      rw [hn, mul_one_div]
      exact div_self_le_one _)
  simp_rw [hn, div_pow, one_pow] at h
  exact h.comp_injective Subtype.val_injective
```

The type `{R : ℤ × ℤ // R ≠ 0}` is the set of nonzero cells, and the theorem says that $\sum_{R\ne0}|R|^{-4}$ converges. It applies the previous result to $w(R)=1/|R|^2$ with $C=1$, and then restricts the sum to $R\ne0$. During the proof the origin is still included; Lean sets $1/0=0$ there, which is harmless.

## Normalizable, with no finite second moment

```lean
/-- An amplitude with `|R|² |w(R)| ≤ C` everywhere and `|R|² |w(R)| ≥ c > 0` away from the
home cell is normalizable, but its second moment diverges. -/
theorem normalizable_and_spread_diverges {w : ℤ × ℤ → ℂ} {c C : ℝ} (hc : 0 < c)
    (hlow : ∀ R, R ≠ 0 → c ≤ distSq R * ‖w R‖)
    (hup : ∀ R, distSq R * ‖w R‖ ≤ C) :
    (Summable fun R => ‖w R‖ ^ 2) ∧ ¬ Summable fun R => distSq R * ‖w R‖ ^ 2 := by
  refine ⟨normalizable hup, fun hS => ?_⟩
  -- a finite second moment would bound the logarithm
  obtain ⟨N, hN⟩ := exists_nat_gt
    (Real.exp ((∑' R, distSq R * ‖w R‖ ^ 2) / (4 * c ^ 2)))
  have hlog := (Real.lt_log_iff_exp_lt (show (0 : ℝ) < (N : ℝ) + 1 by positivity)).2
    (hN.trans (lt_add_one _))
  rw [div_lt_iff₀ (by positivity)] at hlog
  have hle : secondMoment w N ≤ ∑' R, distSq R * ‖w R‖ ^ 2 :=
    hS.sum_le_tsum (square N) fun R _ => by unfold distSq; positivity
  linarith [log_le_secondMoment hc.le hlow N]

end

end ChernWannierTail
```

With a floor $c>0$ away from the home cell and a ceiling $C$ everywhere, the conclusion has two parts, joined by `∧` ("and"): $\sum_R|w(R)|^2$ converges, and $\sum_R|R|^2|w(R)|^2$ does not (`¬` is "not").

The first part is `normalizable`. For the second, suppose that the second moment had a finite value $S$. All terms are non-negative, so $M_N\le S$ for every $N$. Choose $N>\exp\big(S/(4c^2)\big)$. Then

$$4c^2\log(N+1)>S\ge M_N\ge4c^2\log(N+1),$$

a contradiction. In Lean, `exists_nat_gt` supplies $N$, `hlog` is the first inequality and `hle` the second; the third is `log_le_secondMoment`.

The word "spread" in the theorem's name refers to this second moment about the home cell. Subtracting the squared centre would not remove the divergence, since under the ceiling the first-moment sum is of order $\sum|R|^{-3}$, which converges in two dimensions; this remark is an addition to the checked statements.

For electronic-structure work on a non-interacting Chern band whose Wannier function obeys both bounds, the second moment of that fixed function, summed over a square of cells, has no finite limit as the square is enlarged: it keeps growing with the logarithm of the half-width, although the norm converges.

```lean
#print axioms ChernWannierTail.secondMoment_le_log
#print axioms ChernWannierTail.summable_inv_fourth
#print axioms ChernWannierTail.normalizable_and_spread_diverges
```

```
'ChernWannierTail.secondMoment_le_log' depends on axioms: [propext, Classical.choice, Quot.sound]
'ChernWannierTail.summable_inv_fourth' depends on axioms: [propext, Classical.choice, Quot.sound]
'ChernWannierTail.normalizable_and_spread_diverges' depends on axioms: [propext, Classical.choice, Quot.sound]
```
